# The indirect energy of independent, identically distributed particles on finite sites is the Fermi–Amaldi correction

A single electron spread over several sites has a charge density, and the classical energy formula makes that density repel itself, although there is no second electron. With more particles, part of the classical energy is still spurious. How large is that part when the particles are placed independently of each other?

Write pₖ(i) for the probability that particle k sits on site i, n for the density, wᵢⱼ for the interaction between particles on sites i and j, and

⟨a, w b⟩ = ∑ᵢ ∑ⱼ aᵢ wᵢⱼ bⱼ.

The indirect energy E_ind is the mean pair energy minus ½⟨n, w n⟩. For M independent particles with a common distribution it equals −⟨n, w n⟩/(2M). This expression serves in density functional theory as a simple self-interaction correction; here it is derived for product states on finitely many sites, without antisymmetry or correlation.

In Lean 4 with Mathlib:

```lean
import Mathlib

open Finset

namespace HartreeProductIndirectEnergy

noncomputable section

variable {ι : Type*} [Fintype ι] [DecidableEq ι] {N : ℕ}
```

The sites form a finite type `ι`, and N is a natural number. Particles carry labels from `Fin N`, which are 0, …, N−1.

```lean
/-- Mean of an observable `f` of the configuration when particle `k` is placed
independently with site probabilities `p k`. -/
def mean (p : Fin N → ι → ℝ) (f : (Fin N → ι) → ℝ) : ℝ :=
  ∑ x, (∏ k, p k (x k)) * f x
```

A configuration `x : Fin N → ι` assigns a site to each particle. Its weight is the product of the one-particle probabilities:

mean(f) = ∑ₓ (∏ₖ pₖ(xₖ)) f(x).

For a Hartree product of orbitals φₖ, one takes pₖ(i) = |φₖ(i)|². The theorems on densities and energies assume that each pₖ sums to one; nonnegativity is never used.

```lean
/-- The interaction `⟨a, w b⟩` of two charge distributions on the sites. -/
def interaction (w : ι → ι → ℝ) (a b : ι → ℝ) : ℝ :=
  ∑ i, ∑ j, a i * w i j * b j
```

This is ⟨a, w b⟩ as above, with no factor ½. The self-energy of a distribution a is ½⟨a, w a⟩. The diagonal elements wᵢᵢ are included, so two particles on one site have a finite interaction.

```lean
/-- The density: the mean number of particles on site `i`. -/
def siteDensity (p : Fin N → ι → ℝ) (i : ι) : ℝ :=
  mean p (fun x => ∑ k, if x k = i then (1 : ℝ) else 0)
```

The density nᵢ is defined as the mean occupation of site i, not as a sum of the pₖ. That formula is proved below.

```lean
/-- The interaction energy of a configuration, each particle pair counted once. -/
def pairEnergy (w : ι → ι → ℝ) (x : Fin N → ι) : ℝ :=
  ∑ k, ∑ l, if k < l then w (x k) (x l) else 0
```

The condition `k < l` counts each pair once and excludes the interaction of a particle with itself.

```lean
/-- The indirect energy: mean pair energy minus the classical energy of the density. -/
def indirect (w : ι → ι → ℝ) (p : Fin N → ι → ℝ) : ℝ :=
  mean p (pairEnergy w) - 1 / 2 * interaction w (siteDensity p) (siteDensity p)
```

In ordinary notation,

E_ind = mean(∑ₖ<ₗ w(xₖ, xₗ)) − ½⟨n, w n⟩.

```lean
omit [DecidableEq ι] in
/-- The mean of a product of one-particle observables, one for each particle, is the product of
their means. -/
theorem mean_prod (p g : Fin N → ι → ℝ) :
    mean p (fun x => ∏ k, g k (x k)) = ∏ k, ∑ i, p k i * g k i := by
  rw [Finset.prod_univ_sum, Fintype.piFinset_univ]
  simp only [mean, prod_mul_distrib]
```

For independent particles, the mean of a product factorises:

∑ₓ ∏ₖ pₖ(xₖ) gₖ(xₖ) = ∏ₖ ∑ᵢ pₖ(i) gₖ(i).

Expanding the right-hand side gives one term per configuration, which is what `Finset.prod_univ_sum` states.

```lean
omit [DecidableEq ι] in
/-- The mean of a sum of observables is the sum of their means. -/
theorem mean_sum {α : Type*} [Fintype α] (p : Fin N → ι → ℝ)
    (F : α → (Fin N → ι) → ℝ) :
    mean p (fun x => ∑ a, F a x) = ∑ a, mean p (fun x => F a x) := by
  simp only [mean, mul_sum]
  exact sum_comm
```

Means are linear: distribute the weight over the sum and exchange the two finite sums.

```lean
/-- The density is the sum of the one-particle distributions. -/
theorem siteDensity_eq (p : Fin N → ι → ℝ) (hp : ∀ k, ∑ i, p k i = 1) (i : ι) :
    siteDensity p i = ∑ k, p k i := by
  unfold siteDensity
  rw [mean_sum]
  refine sum_congr rfl fun k _ => ?_
  -- all particles other than `k` contribute a factor one
  have h := mean_prod p (fun m a => if m = k then (if a = i then (1 : ℝ) else 0) else 1)
  have h1 : ∀ m, ∑ a, p m a * (if m = k then (if a = i then (1 : ℝ) else 0) else 1)
      = if m = k then p k i else 1 := by
    intro m
    by_cases hk : m = k
    · subst hk; simp
    · simp [hk, hp]
  simp only [h1, prod_ite_eq', mem_univ, if_true] at h
  exact h
```

The hypothesis `hp` says that every pₖ is normalised. To find the mean occupation of site i by particle k, choose gₖ as the indicator of site i and set every other factor to 1. The other particles then contribute ∑ₐ pₘ(a) = 1, leaving pₖ(i). Summing over k gives

nᵢ = ∑ₖ pₖ(i).

```lean
/-- Two different particles interact on average like their charge distributions. -/
theorem mean_pair (w : ι → ι → ℝ) (p : Fin N → ι → ℝ) (hp : ∀ k, ∑ i, p k i = 1)
    {k l : Fin N} (hkl : k ≠ l) :
    mean p (fun x => w (x k) (x l)) = interaction w (p k) (p l) := by
  have e : (fun x : Fin N → ι => w (x k) (x l))
      = fun x => ∑ i, (if x k = i then (1 : ℝ) else 0) * w i (x l) := by
    funext x; simp
  rw [e, mean_sum]
  unfold interaction
  refine sum_congr rfl fun i _ => ?_
  -- with particle `k` fixed on site `i`, the mean factorises
  have h := mean_prod p (fun m a =>
    (if m = k then (if a = i then (1 : ℝ) else 0) else 1) * (if m = l then w i a else 1))
  have h1 : ∀ m, ∑ a, p m a * ((if m = k then (if a = i then (1 : ℝ) else 0) else 1)
      * (if m = l then w i a else 1))
      = (if m = k then p k i else 1) * (if m = l then ∑ a, p l a * w i a else 1) := by
    intro m
    by_cases hk : m = k
    · subst hk; simp [hkl]
    · by_cases hl : m = l
      · subst hl; simp [hk]
      · simp [hk, hl, hp]
  simp only [h1, prod_mul_distrib, prod_ite_eq', mem_univ, if_true] at h
  refine h.trans ?_
  rw [mul_sum]
  exact sum_congr rfl fun j _ => by ring
```

For k ≠ l, the claim is

mean(w(xₖ, xₗ)) = ⟨pₖ, w pₗ⟩.

The function w(xₖ, xₗ) is in general not a product of one-particle functions, so the proof first fixes particle k on site i. The remaining observable is the indicator of xₖ = i times w(i, xₗ), whose mean is pₖ(i) ∑ⱼ pₗ(j) wᵢⱼ. Summing over i gives the result.

```lean
/-- The self-interaction of the density is the sum over all ordered pairs of particles,
each particle paired with itself included. -/
theorem interaction_density (w : ι → ι → ℝ) (p : Fin N → ι → ℝ)
    (hp : ∀ k, ∑ i, p k i = 1) :
    interaction w (siteDensity p) (siteDensity p)
      = ∑ k, ∑ l, interaction w (p k) (p l) := by
  have hl : ∀ b, interaction w (siteDensity p) b = ∑ k, interaction w (p k) b := by
    intro b
    simp only [interaction, siteDensity_eq p hp, sum_mul]
    symm
    refine sum_comm.trans ?_
    exact sum_congr rfl fun i _ => sum_comm
  have hr : ∀ a, interaction w a (siteDensity p) = ∑ l, interaction w a (p l) := by
    intro a
    simp only [interaction, siteDensity_eq p hp, mul_sum]
    symm
    refine sum_comm.trans ?_
    exact sum_congr rfl fun i _ => sum_comm
  rw [hl]
  exact sum_congr rfl fun k _ => hr (p k)
```

Inserting n = ∑ₖ pₖ into both slots gives

⟨n, w n⟩ = ∑ₖ ∑ₗ ⟨pₖ, w pₗ⟩.

The auxiliary statements `hl` and `hr` expand the left and right slots. The terms k = l are the spurious ones.

```lean
/-- If the mutual interactions of the one-particle distributions are symmetric, the
indirect energy is minus the sum of the particles' self-energies. -/
theorem indirect_of_exchange (w : ι → ι → ℝ) (p : Fin N → ι → ℝ)
    (hp : ∀ k, ∑ i, p k i = 1)
    (h : ∀ k l, interaction w (p k) (p l) = interaction w (p l) (p k)) :
    indirect w p = -(1 / 2) * ∑ k, interaction w (p k) (p k) := by
  have hmean : mean p (pairEnergy w)
      = ∑ k, ∑ l, if k < l then interaction w (p k) (p l) else 0 := by
    change mean p (fun x => ∑ k, ∑ l, if k < l then w (x k) (x l) else 0) = _
    rw [mean_sum]
    refine sum_congr rfl fun k _ => ?_
    rw [mean_sum]
    refine sum_congr rfl fun l _ => ?_
    by_cases hkl : k < l
    · simp only [hkl, if_true]
      exact mean_pair w p hp hkl.ne
    · simp [hkl, mean]
  unfold indirect
  rw [hmean, interaction_density w p hp]
  obtain ⟨A, hA⟩ : ∃ A : Fin N → Fin N → ℝ, ∀ k l, interaction w (p k) (p l) = A k l :=
    ⟨_, fun _ _ => rfl⟩
  simp only [hA] at h ⊢
  -- split the double sum into `k < l`, `l < k` and the diagonal
  have hsplit : ∀ k l, A k l = (if k < l then A k l else 0)
      + (if l < k then A l k else 0) + (if k = l then A k k else 0) := by
    intro k l
    rcases lt_trichotomy k l with hlt | heq | hgt
    · simp [hlt, lt_asymm hlt, hlt.ne]
    · subst heq; simp
    · simp [hgt, lt_asymm hgt, hgt.ne', h k l]
  have hswap : ∑ k, ∑ l, (if l < k then A l k else 0)
      = ∑ k, ∑ l, (if k < l then A k l else 0) := sum_comm
  have hall : ∑ k, ∑ l, A k l
      = 2 * (∑ k, ∑ l, if k < l then A k l else 0) + ∑ k, A k k := by
    refine (sum_congr rfl fun k _ => sum_congr rfl fun l _ => hsplit k l).trans ?_
    simp only [sum_add_distrib]
    rw [hswap]
    simp only [sum_ite_eq, mem_univ, if_true]
    ring
  linarith
```

Abbreviate Aₖₗ = ⟨pₖ, w pₗ⟩ and assume Aₖₗ = Aₗₖ, which is hypothesis `h`. The mean pair energy is ∑ₖ<ₗ Aₖₗ. Splitting the full double sum into k < l, l < k and k = l gives

∑ₖ ∑ₗ Aₖₗ = 2 ∑ₖ<ₗ Aₖₗ + ∑ₖ Aₖₖ.

Therefore

E_ind = ∑ₖ<ₗ Aₖₗ − ½ ∑ₖ ∑ₗ Aₖₗ = −½ ∑ₖ ⟨pₖ, w pₖ⟩.

In the code, `hsplit` performs the split, `hswap` identifies the two off-diagonal halves, and `linarith` does the final linear algebra.

```lean
/-- For a symmetric interaction, the indirect energy of any Hartree product is minus the
sum of the particles' self-energies. -/
theorem indirect_hartree (w : ι → ι → ℝ) (hw : ∀ i j, w i j = w j i)
    (p : Fin N → ι → ℝ) (hp : ∀ k, ∑ i, p k i = 1) :
    indirect w p = -(1 / 2) * ∑ k, interaction w (p k) (p k) := by
  refine indirect_of_exchange w p hp fun k l => ?_
  unfold interaction
  refine sum_comm.trans ?_
  exact sum_congr rfl fun j _ => sum_congr rfl fun i _ => by rw [hw i j]; ring
```

If wᵢⱼ = wⱼᵢ, then exchanging the summation indices gives Aₖₗ = Aₗₖ. The preceding formula therefore holds for any normalised one-particle distributions.

```lean
/-- Fermi-Amaldi correction: `N + 1` independent particles with common site probabilities
`q` have density `n = (N + 1) q` and indirect energy `-⟨n, w n⟩ / (2 (N + 1))`. -/
theorem fermi_amaldi (N : ℕ) (w : ι → ι → ℝ) (q : ι → ℝ) (hq : ∑ i, q i = 1) :
    (∀ i, siteDensity (fun _ : Fin (N + 1) => q) i = ((N : ℝ) + 1) * q i) ∧
    indirect w (fun _ : Fin (N + 1) => q)
      = -interaction w (siteDensity (fun _ : Fin (N + 1) => q))
          (siteDensity (fun _ : Fin (N + 1) => q)) / (2 * ((N : ℝ) + 1)) := by
  constructor
  · intro i
    rw [siteDensity_eq _ (fun _ => hq)]
    simp
  · have hN : (N : ℝ) + 1 ≠ 0 := by positivity
    rw [indirect_of_exchange w _ (fun _ => hq) (fun _ _ => rfl),
      interaction_density w _ (fun _ => hq)]
    simp only [sum_const, card_univ, Fintype.card_fin, nsmul_eq_mul]
    push_cast
    field_simp
```

Here the number of particles is M = N + 1, so it is at least one. All particles share the distribution q, and the first part of the statement is n = M q. For the second part,

E_ind = −½ M ⟨q, w q⟩ and ⟨n, w n⟩ = M² ⟨q, w q⟩,

so

E_ind = −⟨n, w n⟩/(2M).

No symmetry of w is required: all Aₖₗ are the same number, and `rfl` suffices for the exchange hypothesis.

The smallest case is N = 0, a single particle. There is no pair energy, and E_ind = −½⟨n, w n⟩ cancels the classical energy completely.

```lean
/-- For a symmetric interaction and any one-particle distributions, the indirect energy is the
Fermi-Amaldi expression minus a term built from the self-energies of their differences. -/
theorem indirect_eq_sub_spread (w : ι → ι → ℝ) (hw : ∀ i j, w i j = w j i)
    (p : Fin (N + 1) → ι → ℝ) (hp : ∀ k, ∑ i, p k i = 1) :
    indirect w p = -interaction w (siteDensity p) (siteDensity p) / (2 * ((N : ℝ) + 1))
      - (∑ k, ∑ l, interaction w (p k - p l) (p k - p l)) / (4 * ((N : ℝ) + 1)) := by
  have hN : (N : ℝ) + 1 ≠ 0 := by positivity
  have hexp : ∀ k l, interaction w (p k - p l) (p k - p l)
      = interaction w (p k) (p k) - interaction w (p k) (p l)
        - interaction w (p l) (p k) + interaction w (p l) (p l) := by
    intro k l
    simp only [interaction, Pi.sub_apply, ← sum_sub_distrib, ← sum_add_distrib]
    exact sum_congr rfl fun i _ => sum_congr rfl fun j _ => by ring
  have hc : ∑ k, ∑ l, interaction w (p l) (p k)
      = ∑ k, ∑ l, interaction w (p k) (p l) := sum_comm
  have hS : ∑ k, ∑ l, interaction w (p k - p l) (p k - p l)
      = 2 * ((N : ℝ) + 1) * ∑ k, interaction w (p k) (p k)
        - 2 * interaction w (siteDensity p) (siteDensity p) := by
    rw [interaction_density w p hp]
    simp only [hexp, sum_add_distrib, sum_sub_distrib, sum_const, card_univ,
      Fintype.card_fin, nsmul_eq_mul, ← mul_sum]
    rw [hc]
    push_cast
    ring
  rw [indirect_hartree w hw p hp, hS]
  field_simp
  ring
```

Now the distributions may differ, w is symmetric, and again M = N + 1. Let S = ∑ₖ ⟨pₖ, w pₖ⟩ and let D be the sum of ⟨pₖ − pₗ, w(pₖ − pₗ)⟩ over all ordered pairs k, l. Expanding each term gives

D = 2M S − 2⟨n, w n⟩,

which is `hS`. Solving for S and using E_ind = −½S yields

E_ind = −⟨n, w n⟩/(2M) − D/(4M).

```lean
/-- If the interaction is symmetric and neutral charge distributions have nonnegative self-energy,
the Fermi-Amaldi expression bounds the indirect energy of every Hartree product from above, with
equality exactly when all differences of one-particle distributions have zero self-energy. -/
theorem indirect_le_fermi_amaldi (w : ι → ι → ℝ) (hw : ∀ i j, w i j = w j i)
    (hpos : ∀ v : ι → ℝ, ∑ i, v i = 0 → 0 ≤ interaction w v v)
    (p : Fin (N + 1) → ι → ℝ) (hp : ∀ k, ∑ i, p k i = 1) :
    indirect w p ≤ -interaction w (siteDensity p) (siteDensity p) / (2 * ((N : ℝ) + 1)) ∧
    (indirect w p = -interaction w (siteDensity p) (siteDensity p) / (2 * ((N : ℝ) + 1)) ↔
      ∀ k l, interaction w (p k - p l) (p k - p l) = 0) := by
  have hnn : ∀ k l, 0 ≤ interaction w (p k - p l) (p k - p l) :=
    fun k l => hpos _ (by simp [sum_sub_distrib, hp])
  have hS : 0 ≤ ∑ k, ∑ l, interaction w (p k - p l) (p k - p l) :=
    sum_nonneg fun k _ => sum_nonneg fun l _ => hnn k l
  have h4 : 0 < 4 * ((N : ℝ) + 1) := by positivity
  rw [indirect_eq_sub_spread w hw p hp]
  constructor
  · have := div_nonneg hS h4.le
    linarith
  · constructor
    · intro h k l
      -- a vanishing sum of nonnegative terms vanishes term by term
      have hq : (∑ k, ∑ l, interaction w (p k - p l) (p k - p l))
          / (4 * ((N : ℝ) + 1)) = 0 := by linarith
      have hz := (div_eq_zero_iff.mp hq).resolve_right h4.ne'
      have h1 := (sum_eq_zero_iff_of_nonneg
        (fun k _ => sum_nonneg fun l _ => hnn k l)).mp hz k (mem_univ k)
      exact (sum_eq_zero_iff_of_nonneg (fun l _ => hnn k l)).mp h1 l (mem_univ l)
    · intro h
      simp only [h, sum_const_zero, zero_div, sub_zero]

end

end HartreeProductIndirectEnergy
```

The interaction w is again symmetric. The hypothesis `hpos` requires ⟨v, w v⟩ ≥ 0 whenever ∑ᵢ vᵢ = 0. In physical terms, this assumes that no neutral charge distribution has negative self-energy. On a lattice this constrains the on-site elements: for one positive and one negative unit charge on sites i ≠ j, it demands wᵢᵢ + wⱼⱼ ≥ 2wᵢⱼ.

Each difference pₖ − pₗ is neutral because both distributions sum to one. Hence D ≥ 0 and

E_ind ≤ −⟨n, w n⟩/(2M).

Equality means D = 0, and a sum of nonnegative terms vanishes only if every term does; `sum_eq_zero_iff_of_nonneg` is applied once for each of the two sums. Equality does not force the distributions to coincide: for a constant w, every neutral distribution has zero self-energy.

```lean
#print axioms HartreeProductIndirectEnergy.fermi_amaldi
#print axioms HartreeProductIndirectEnergy.indirect_le_fermi_amaldi
```

```
'HartreeProductIndirectEnergy.fermi_amaldi' depends on axioms: [propext, Classical.choice, Quot.sound]
'HartreeProductIndirectEnergy.indirect_le_fermi_amaldi' depends on axioms: [propext, Classical.choice, Quot.sound]
```
